# Levinson's theorem for s-wave scattering by an attractive square well away from threshold

A particle scattered by an attractive square well leaves with a shifted phase, but joining the waves at the edge of the well fixes that phase only up to multiples of $\pi$. If the phase is followed continuously from high momentum, where it vanishes, down to zero momentum, it tends to $\pi$ times the number of s-wave bound states, provided the well is not exactly at a depth where a new one appears.

```lean
import Mathlib

open Filter Topology Real

namespace SquareWellLevinson

noncomputable section

/-- Wave number inside a well of depth `K0²`, at outside wave number `k`. -/
def q (K0 k : ℝ) : ℝ := √(k ^ 2 + K0 ^ 2)

/-- Tangent of the phase correction at the edge `R`, for wave numbers `K ≥ k > 0` inside and
outside. -/
def ratio (K k R : ℝ) : ℝ :=
  (k - K) * (sin (K * R) * cos (K * R)) / (K * cos (K * R) ^ 2 + k * sin (K * R) ^ 2)

/-- The s-wave scattering phase of the square well, for `k > 0`. -/
def phase (K0 R k : ℝ) : ℝ := (q K0 k - k) * R + arctan (ratio (q K0 k) k R)

/-- For `K0, R > 0`, the s-wave bound states, labelled by an angle `0 < β < π/2`: the inner wave of
wave number `K0 sin β` joins the outer decay `exp (-K0 cos β r)` at `R` with equal logarithmic
derivative. -/
def boundStates (K0 R : ℝ) : Set ℝ :=
  {β | β ∈ Set.Ioo 0 (π / 2) ∧
    K0 * sin β * cos (K0 * sin β * R) = -(K0 * cos β * sin (K0 * sin β * R))}

/-- The inner phase `K0 R sin β` at the edge, plus `β`. -/
def angle (K0 R β : ℝ) : ℝ := K0 * sin β * R + β

variable {K0 R k : ℝ}

/-- For `k > 0` the wave number inside the well is at least the one outside. -/
theorem le_q (K0 : ℝ) (hk : 0 < k) : k ≤ q K0 k :=
  (Real.le_sqrt' hk).mpr (by nlinarith [sq_nonneg K0])

/-- If `k ≤ K`, the denominator of the phase formula is at least `k`. -/
theorem le_denom {K : ℝ} (h : k ≤ K) : k ≤ K * cos (K * R) ^ 2 + k * sin (K * R) ^ 2 := by
  rw [Real.sin_sq]
  nlinarith [mul_nonneg (sub_nonneg.mpr h) (sq_nonneg (cos (K * R)))]

/-- The phase is continuous wherever the denominator of its formula is nonzero. -/
theorem continuousAt_phase
    (h : q K0 k * cos (q K0 k * R) ^ 2 + k * sin (q K0 k * R) ^ 2 ≠ 0) :
    ContinuousAt (phase K0 R) k := by
  have hL : ContinuousAt (fun x => (q K0 x - x) * R) k := by unfold q; fun_prop
  have hN : ContinuousAt (fun x => (x - q K0 x) * (sin (q K0 x * R) * cos (q K0 x * R))) k := by
    unfold q; fun_prop
  have hD : ContinuousAt
      (fun x => q K0 x * cos (q K0 x * R) ^ 2 + x * sin (q K0 x * R) ^ 2) k := by
    unfold q; fun_prop
  exact hL.add (Real.continuous_arctan.continuousAt.comp (hN.div hD h))

/-- For `k > 0` the phase `d` joins the inner wave to `sin (k r + d)` at `R` with equal
logarithmic derivative, written without quotients. -/
theorem phase_matching (hk : 0 < k) :
    q K0 k * cos (q K0 k * R) * sin (k * R + phase K0 R k) =
      k * sin (q K0 k * R) * cos (k * R + phase K0 R k) := by
  have hD := (hk.trans_le (le_denom (R := R) (le_q K0 hk))).ne'
  unfold phase
  generalize q K0 k = K at hD ⊢
  have ht := div_mul_cancel₀ ((k - K) * (sin (K * R) * cos (K * R))) hD
  change ratio K k R * _ = _ at ht
  have hS := Real.tan_arctan (ratio K k R)
  rw [Real.tan_eq_sin_div_cos, div_eq_iff (Real.cos_arctan_pos _).ne'] at hS
  rw [show k * R + ((K - k) * R + arctan (ratio K k R)) = K * R + arctan (ratio K k R) by ring,
    Real.sin_add, Real.cos_add]
  linear_combination (K * cos (K * R) ^ 2 + k * sin (K * R) ^ 2) * hS +
    cos (arctan (ratio K k R)) * ht

/-- The scattering phase vanishes at high momentum. -/
theorem phase_atTop : Tendsto (phase K0 R) atTop (𝓝 0) := by
  have hb : Tendsto (fun k => q K0 k - k) atTop (𝓝 0) := by
    refine squeeze_zero_norm' (a := fun k => K0 ^ 2 / k) ?_
      (tendsto_const_nhds.div_atTop tendsto_id)
    filter_upwards [eventually_gt_atTop 0] with k hk
    have h := le_q K0 hk
    have h2 : q K0 k ^ 2 = k ^ 2 + K0 ^ 2 := Real.sq_sqrt (by positivity)
    rw [Real.norm_eq_abs, abs_of_nonneg (sub_nonneg.mpr h), le_div_iff₀ hk]
    nlinarith [mul_nonneg (sub_nonneg.mpr h) (hk.le.trans h)]
  -- for `k ≥ 1` the correction is bounded by `K - k`
  have hr : Tendsto (fun k => ratio (q K0 k) k R) atTop (𝓝 0) := by
    refine squeeze_zero_norm' ?_ hb
    filter_upwards [eventually_ge_atTop 1] with k hk
    have h := le_q K0 (by linarith : 0 < k)
    have hd := hk.trans (le_denom (R := R) h)
    have hp := zero_lt_one.trans_le hd
    rw [Real.norm_eq_abs, ratio, abs_div, abs_of_pos hp, div_le_iff₀ hp, abs_mul, abs_mul,
      abs_sub_comm, abs_of_nonneg (sub_nonneg.mpr h)]
    exact mul_le_mul_of_nonneg_left (((mul_le_of_le_one_left (abs_nonneg _)
      (Real.abs_sin_le_one _)).trans (Real.abs_cos_le_one _)).trans hd) (sub_nonneg.mpr h)
  have h := (hb.mul_const R).add ((Real.continuous_arctan.tendsto 0).comp hr)
  rw [Real.arctan_zero, zero_mul, add_zero] at h
  exact h

/-- If `K0 > 0` and `(n - 1/2) π < K0 R < (n + 1/2) π`, the phase tends to `n π` at zero
momentum. -/
theorem phase_zero (hK : 0 < K0) (n : ℕ) (h1 : (n - 1 / 2) * π < K0 * R)
    (h2 : K0 * R < (n + 1 / 2) * π) : Tendsto (phase K0 R) (𝓝[>] 0) (𝓝 (n * π)) := by
  have hc : cos (K0 * R) ≠ 0 := fun h => by
    have hp := Real.cos_pos_of_mem_Ioo (x := K0 * R - n * π) ⟨by linarith, by linarith⟩
    rw [Real.cos_sub_nat_mul_pi, h, mul_zero] at hp
    exact lt_irrefl _ hp
  have hq : q K0 0 = K0 := by simp [q, hK.le]
  have hD : K0 * cos (K0 * R) ^ 2 + 0 * sin (K0 * R) ^ 2 ≠ 0 := by
    rw [zero_mul, add_zero]
    exact mul_ne_zero hK.ne' (pow_ne_zero 2 hc)
  -- at `k = 0` the correction undoes `K0 R` up to a multiple of `π`
  have hr : ratio K0 0 R = -tan (K0 * R) := by
    rw [ratio, div_eq_iff hD]
    linear_combination K0 * cos (K0 * R) * Real.tan_mul_cos hc
  have hv : phase K0 R 0 = n * π := by
    rw [phase, hq, hr, Real.arctan_neg, ← Real.tan_sub_nat_mul_pi (K0 * R) n,
      Real.arctan_tan (by linarith) (by linarith)]
    ring
  rw [← hv]
  exact (continuousAt_phase (by rwa [hq])).tendsto.mono_left nhdsWithin_le_nhds

/-- A well with `K0, R > 0` and `(n - 1/2) π < K0 R ≤ (n + 1/2) π` has exactly `n` s-wave
bound states. -/
theorem boundStates_count (hK : 0 < K0) (hR : 0 < R) (n : ℕ)
    (h1 : (n - 1 / 2) * π < K0 * R) (h2 : K0 * R ≤ (n + 1 / 2) * π) :
    (boundStates K0 R).Finite ∧ (boundStates K0 R).ncard = n := by
  have hpi := Real.pi_pos
  have hA : StrictMonoOn (angle K0 R) (Set.Icc 0 (π / 2)) := by
    intro x hx y hy h
    have hs : sin x < sin y :=
      Real.strictMonoOn_sin ⟨by linarith [hx.1], hx.2⟩ ⟨by linarith [hy.1], hy.2⟩ h
    have h3 : K0 * sin x * R < K0 * sin y * R := by gcongr
    exact add_lt_add h3 h
  have F0 : angle K0 R 0 = 0 := by simp [angle]
  have F1 : angle K0 R (π / 2) = K0 * R + π / 2 := by simp [angle]
  have hs (β : ℝ) : K0 * sin (angle K0 R β) =
      K0 * sin β * cos (K0 * sin β * R) + K0 * cos β * sin (K0 * sin β * R) := by
    rw [angle, Real.sin_add]; ring
  have hsub : boundStates K0 R ⊆ Set.Icc 0 (π / 2) := by
    rintro β ⟨h, _⟩
    exact Set.Ioo_subset_Icc_self h
  -- the angle takes precisely the values `π, ..., n π` on the bound states
  have himg : angle K0 R '' boundStates K0 R = (fun m : ℕ => (m : ℝ) * π) '' Set.Icc 1 n := by
    ext y
    constructor
    · rintro ⟨β, ⟨hβ, hm⟩, rfl⟩
      have h := hs β
      rw [hm, neg_add_cancel] at h
      obtain ⟨m, hmπ⟩ := Real.sin_eq_zero_iff.mp ((mul_eq_zero.mp h).resolve_left hK.ne')
      have hlo := hA ⟨le_rfl, by positivity⟩ ⟨hβ.1.le, hβ.2.le⟩ hβ.1
      have hhi := hA ⟨hβ.1.le, hβ.2.le⟩ ⟨by positivity, le_rfl⟩ hβ.2
      rw [F0, ← hmπ] at hlo
      rw [F1, ← hmπ] at hhi
      have m0 : 0 < m := by exact_mod_cast (mul_pos_iff_of_pos_right hpi).mp hlo
      have mn : m < n + 1 := by
        have : (m : ℝ) < n + 1 :=
          lt_of_mul_lt_mul_right (by linarith : (m : ℝ) * π < (n + 1) * π) hpi.le
        exact_mod_cast this
      lift m to ℕ using m0.le
      exact ⟨m, ⟨by omega, by omega⟩, by exact_mod_cast hmπ⟩
    · rintro ⟨m, ⟨hm1, hmn⟩, rfl⟩
      have hm1' : (1 : ℝ) ≤ m := by exact_mod_cast hm1
      have hmn' : (m : ℝ) ≤ n := by exact_mod_cast hmn
      have hpos : 0 < (m : ℝ) * π := mul_pos (by linarith) hpi
      have hlt : (m : ℝ) * π < K0 * R + π / 2 := by
        linarith [mul_le_mul_of_nonneg_right hmn' hpi.le]
      have hcont : Continuous (angle K0 R) :=
        (by fun_prop : Continuous fun β : ℝ => K0 * sin β * R + β)
      obtain ⟨β, hβ, hF⟩ := intermediate_value_Icc (by positivity : 0 ≤ π / 2)
        hcont.continuousOn (show (m : ℝ) * π ∈ Set.Icc (angle K0 R 0) (angle K0 R (π / 2)) by
          rw [F0, F1]; exact ⟨hpos.le, hlt.le⟩)
      have h := hs β
      rw [hF, Real.sin_nat_mul_pi, mul_zero] at h
      exact ⟨β, ⟨⟨lt_of_le_of_ne hβ.1 (fun e => by rw [← e, F0] at hF; linarith),
        lt_of_le_of_ne hβ.2 (fun e => by rw [e, F1] at hF; linarith)⟩, by linarith⟩, hF⟩
  have inj : Set.InjOn (angle K0 R) (boundStates K0 R) := Set.InjOn.mono hsub hA.injOn
  have hi : Function.Injective (fun m : ℕ => (m : ℝ) * π) := fun a b h => by
    have := mul_right_cancel₀ Real.pi_ne_zero h
    exact_mod_cast this
  refine ⟨Set.Finite.of_finite_image (by rw [himg]; exact (Set.finite_Icc 1 n).image _) inj, ?_⟩
  rw [← Set.InjOn.ncard_image inj, himg, Set.ncard_image_of_injective _ hi,
    Set.ncard_eq_toFinset_card']
  simp

/-- Levinson's theorem for the square well: if `K0, R > 0` and `(n - 1/2) π < K0 R < (n + 1/2) π`,
the phase is continuous on `k > 0`, vanishes at high momentum, and tends at zero momentum to `π`
times the number of s-wave bound states. -/
theorem levinson (hK : 0 < K0) (hR : 0 < R) (n : ℕ)
    (h1 : (n - 1 / 2) * π < K0 * R) (h2 : K0 * R < (n + 1 / 2) * π) :
    ContinuousOn (phase K0 R) (Set.Ioi 0) ∧ Tendsto (phase K0 R) atTop (𝓝 0) ∧
      Tendsto (phase K0 R) (𝓝[>] 0) (𝓝 ((boundStates K0 R).ncard * π)) := by
  refine ⟨fun k (hk : 0 < k) => (continuousAt_phase
    (hk.trans_le (le_denom (le_q K0 hk))).ne').continuousWithinAt, phase_atTop, ?_⟩
  rw [(boundStates_count hK hR n h1 h2.le).2]
  exact phase_zero hK n h1 h2

end

end SquareWellLevinson
```

```lean
#print axioms SquareWellLevinson.phase_matching
-- 'SquareWellLevinson.phase_matching' depends on axioms: [propext, Classical.choice, Quot.sound]
#print axioms SquareWellLevinson.levinson
-- 'SquareWellLevinson.levinson' depends on axioms: [propext, Classical.choice, Quot.sound]
```

## The well, its phase and its bound states

In units with $\hbar^2/2m=1$, the potential is $-K_0^2$ for $r<R$ and zero outside. At outside wave number $k>0$, the inner wave number is $K=\sqrt{k^2+K_0^2}$, which is `q K0 k` in Lean. The waves here are reduced radial functions, that is, $r$ times the s-wave wavefunction. In scattering, this function is proportional to $\sin Kr$ inside and to $\sin(kr+d)$ outside. With $s=\sin KR$ and $c=\cos KR$, the phase is

$$d(k)=(K-k)R+\arctan t,\qquad t=\frac{(k-K)sc}{Kc^2+ks^2}.$$

These are `phase K0 R k` and `ratio K k R`. The theorem `phase_matching` says that $d$ satisfies

$$Kc\,\sin(kR+d)=ks\,\cos(kR+d),$$

which is equality of logarithmic derivatives at $R$ without quotients, so it also makes sense where a wave has a node at the edge.

A bound state of energy $-\kappa^2$ has inner wave number $\sqrt{K_0^2-\kappa^2}$ and decays as $e^{-\kappa r}$ outside. The set `boundStates K0 R` labels it by an angle $0<\beta<\pi/2$, with $\kappa=K_0\cos\beta$ and inner wave number $K_0\sin\beta$. Different angles give different energies, and the definition makes no reference to $d$.

The theorem `levinson` assumes $K_0,R>0$ and $(n-\tfrac12)\pi<K_0R<(n+\tfrac12)\pi$ for a natural number $n$; the case $n=0$ is a well too shallow to bind. It concludes that $d$ is continuous on $k>0$, tends to $0$ as $k\to\infty$ (`atTop`), and tends to $\pi$ times the number of bound states as $k\to0$ from above (`𝓝[>] 0`). The number is `ncard`, the size of the set, which `boundStates_count` shows to be finite and equal to $n$.

Levinson's name belongs to a statement about a wide class of potentials and all partial waves, whereas this is one potential with zero angular momentum. The file starts from the sine and exponential waves and their matching; it does not derive them from the Schrödinger equation.

## Why the phase matches and stays continuous

Put $\alpha=\arctan t$, so that $kR+d=KR+\alpha$. The addition formulas turn the matching equation into

$$Kc(s\cos\alpha+c\sin\alpha)=ks(c\cos\alpha-s\sin\alpha),$$

or, after collecting terms,

$$(Kc^2+ks^2)\sin\alpha=(k-K)sc\,\cos\alpha.$$

This holds because $\sin\alpha=t\cos\alpha$ and $t$ is the stated quotient. The final `linear_combination` in `phase_matching` adds these two facts with the weights $Kc^2+ks^2$ and $\cos\alpha$.

The quotient is safe because $K\ge k$ (`le_q`) gives

$$Kc^2+ks^2=k+(K-k)c^2\ge k>0,$$

which is `le_denom`. Then `continuousAt_phase` obtains continuity from that of the numerator, the denominator and the arctangent.

## The two ends of the momentum range

At high momentum,

$$0\le K-k=\frac{K_0^2}{K+k}\le\frac{K_0^2}{k}\to0.$$

For $k\ge1$ the denominator of $t$ is at least $1$, so $|t|\le K-k$. Both parts of $d$ therefore vanish. The proof of `phase_atTop` makes these two estimates with `squeeze_zero_norm'`.

At zero momentum, $K$ becomes $K_0$. The condition on $K_0R$ excludes $\cos K_0R=0$, so the denominator $K_0\cos^2K_0R$ is nonzero and the formula is continuous at $k=0$ too. There $t=-\tan K_0R$. Since $K_0R-n\pi$ lies strictly between $-\pi/2$ and $\pi/2$,

$$d(0)=K_0R-\arctan(\tan K_0R)=K_0R-(K_0R-n\pi)=n\pi.$$

In `phase_zero`, `hr` and `hv` compute these values, and continuity turns the value into the limit.

## Counting the bound states

Equality of the logarithmic derivatives for a bound state reads

$$K_0\sin\beta\cos(K_0R\sin\beta)=-K_0\cos\beta\sin(K_0R\sin\beta).$$

With everything on one side this is $K_0\sin F(\beta)=0$, where $F(\beta)=K_0R\sin\beta+\beta$ is `angle K0 R β`. On $[0,\pi/2]$, $F$ increases strictly from $0$ to $K_0R+\pi/2$. Since

$$n\pi<K_0R+\frac{\pi}{2}\le(n+1)\pi,$$

the multiples of $\pi$ reached strictly inside the interval are $\pi,2\pi,\dots,n\pi$, each exactly once.

In `boundStates_count`, `himg` identifies these values, using the intermediate value theorem to show that each is attained. Strict monotonicity (`hA`) makes $F$ injective, so there are as many bound states as values. Finally, `levinson` combines this count with the continuity and the two limits.

## A well with one bound state

Take $R=1$ and $K_0=\pi$, so $n=1$. The bound state solves $\pi\sin\beta+\beta=\pi$, which gives $\beta\approx0.828$ and an energy of about $-4.52$ in a well of depth $9.87$.

The phase starts from the limit $\pi$ at $k=0$. When $K=3\pi/2$, $c=0$ and $k=\tfrac{\sqrt5}{2}\pi$, so $d=(\tfrac32-\tfrac{\sqrt5}{2})\pi\approx0.38\pi$. When $K=2\pi$, $s=0$ and $k=\sqrt3\,\pi$, so $d=(2-\sqrt3)\pi\approx0.27\pi$.

## At threshold

When $K_0R=(n+\tfrac12)\pi$, `boundStates_count` still gives $n$ bound states: the next candidate sits at $\beta=\pi/2$, where $\kappa=0$ and the outer wave does not decay. The phase limit in this case is left open by the file. By hand, $c$ is of order $k^2$ while the denominator of $t$ is at least $k$, so $t\to0$ and $d\to K_0R=(n+\tfrac12)\pi$.

## Phases modulo $\pi$ and pseudopotentials

For this one-particle well, matching at the edge sees the phase only modulo $\pi$, while the continuous phase also records the number of bound states. The same distinction matters for pseudopotentials that remove an atom's core states: over a range of valence energies they can approximate the original scattering phases modulo $\pi$ without having the same number of bound states.
